# For S-orthonormal orbitals, PS is idempotent with trace N

Let $S$ be a complex $n\times n$ matrix and $C$ a complex $n\times N$ matrix with $C^\dagger S C = 1$. Then $P = CC^\dagger$ is Hermitian and positive semidefinite, $PSP = P$, and $PS$ is idempotent, has trace $N$ and fixes every column of $C$.

In Hartree-Fock theory, $S$ is the overlap matrix of $n$ basis functions, column $i$ of $C$ holds the coefficients $C_{\mu i}$ of occupied orbital $i$, and the condition says that these orbitals are orthonormal. The identities give consistency checks for the density matrix of a single determinant in a finite basis, taken over spin orbitals or for one spin channel at a time, whether or not the orbitals solve the Hartree-Fock equations.

## Derivation from the orthonormality condition

Hermiticity follows from $(CC^\dagger)^\dagger = CC^\dagger$, and positivity from $x^\dagger P x = \lVert C^\dagger x\rVert^2 \ge 0$ for every vector $x$. Regrouping a product gives

$$PSC = C(C^\dagger S C) = C,$$

so $PS$ fixes each column of $C$. Multiplying on the right by $C^\dagger$ gives $PSP = P$, and then by $S$ gives $(PS)^2 = PS$. By cyclicity of the trace,

$$\operatorname{tr}(PS) = \operatorname{tr}(C^\dagger S C) = \operatorname{tr} 1 = N.$$

The fixed vectors of $PS$ are exactly the combinations of occupied orbitals. If $PSv = v$, then $v = Cc$ with $c = C^\dagger S v$; conversely, $PSCc = Cc$. The annihilated vectors are those with $C^\dagger S v = 0$: if $PSv = C(C^\dagger S v) = 0$, multiplying by $C^\dagger S$ leaves $C^\dagger S v = 0$, and the converse is immediate.

Now let $S$ be Hermitian, let $D$ be an $n\times N$ matrix with $D^\dagger S D = 1$, and let $C$ be any $n\times N$ matrix. If $CC^\dagger = DD^\dagger$, put $U = C^\dagger S D$. Then

$$CU = CC^\dagger S D = DD^\dagger S D = D, \qquad U^\dagger U = D^\dagger S C U = D^\dagger S D = 1.$$

Since $U$ is square, it is unitary. Conversely, $D = CU$ with $U$ unitary gives $DD^\dagger = CUU^\dagger C^\dagger = CC^\dagger$.

## One orbital in a non-orthogonal basis

Take two normalised basis functions with overlap $1/8$ and an orbital with coefficients $(2/3, 2/3)$. Its norm squared is $\tfrac49\left(1+1+\tfrac28\right) = 1$, and

$$P = \frac49\begin{pmatrix}1&1\\1&1\end{pmatrix},\qquad PS = \frac12\begin{pmatrix}1&1\\1&1\end{pmatrix}.$$

The second matrix is idempotent with trace 1. The first is not idempotent, since $P^2 = \tfrac89 P$.

## Orbitals and density as Lean matrices

The natural numbers `n` and `N` count basis functions and occupied orbitals.

```lean
import Mathlib

open Matrix
open scoped ComplexOrder

namespace HartreeFockDensityMatrix

variable {n N : ℕ}
```

The orthonormality condition is a proposition about two matrices. It does not require `S` to be Hermitian or positive definite, as a physical overlap matrix would be.

```lean
/-- The orbitals whose coefficients are the columns of `C` are orthonormal
with respect to the overlap matrix `S`. -/
def SOrthonormal (S : Matrix (Fin n) (Fin n) ℂ) (C : Matrix (Fin n) (Fin N) ℂ) : Prop :=
  Cᴴ * S * C = 1
```

The density carries one electron per orbital, as for spin orbitals or a single spin channel. A closed-shell density with doubly occupied spatial orbitals would be $2P$.

```lean
/-- The density matrix `P = C Cᴴ` of the occupied orbitals, one electron per orbital. -/
def density (C : Matrix (Fin n) (Fin N) ℂ) : Matrix (Fin n) (Fin n) ℂ :=
  C * Cᴴ
```

## Idempotency and the electron count

The first lemma is the regrouping $PSC = C(C^\dagger S C)$, followed by the hypothesis.

```lean
/-- The matrix `P S` leaves the occupied coefficient matrix unchanged. -/
theorem density_overlap_mul_orbitals {S : Matrix (Fin n) (Fin n) ℂ}
    {C : Matrix (Fin n) (Fin N) ℂ} (hC : SOrthonormal S C) :
    density C * S * C = C := by
  have h : Cᴴ * S * C = 1 := hC
  calc density C * S * C = C * (Cᴴ * S * C) := by
        simp only [density, Matrix.mul_assoc]
    _ = C := by rw [h, Matrix.mul_one]
```

Appending $C^\dagger$ gives the generalised idempotency relation.

```lean
/-- The density matrix satisfies the generalised idempotency relation `P S P = P`. -/
theorem density_overlap_density {S : Matrix (Fin n) (Fin n) ℂ}
    {C : Matrix (Fin n) (Fin N) ℂ} (hC : SOrthonormal S C) :
    density C * S * density C = density C := by
  calc density C * S * density C = (density C * S * C) * Cᴴ := by
        simp only [density, Matrix.mul_assoc]
    _ = density C := by
        rw [density_overlap_mul_orbitals hC]
        rfl
```

For the trace, `Matrix.trace_mul_comm` moves $C$ to the right end of the product, leaving the trace of the $N\times N$ identity. The result is the complex number `(N : ℂ)`.

```lean
/-- The trace of `P S` is the number of occupied orbitals. -/
theorem trace_density_overlap {S : Matrix (Fin n) (Fin n) ℂ}
    {C : Matrix (Fin n) (Fin N) ℂ} (hC : SOrthonormal S C) :
    (density C * S).trace = (N : ℂ) := by
  have h : Cᴴ * S * C = 1 := hC
  -- cyclicity turns the trace over basis functions into one over orbitals
  rw [density, Matrix.mul_assoc, Matrix.trace_mul_comm, h, Matrix.trace_one, Fintype.card_fin]
```

The main theorem collects the six properties. Mathlib supplies positivity of $CC^\dagger$, and the last clause reads the matrix identity $PSC = C$ column by column, with `fun μ => C μ i` as orbital `i`.

```lean
/-- For orthonormal occupied orbitals in a basis with overlap `S`, the density matrix `P` is
Hermitian and positive semidefinite with `P S P = P`, and `P S` is idempotent, has trace `N`
and fixes the coefficient vector of every occupied orbital. -/
theorem density_matrix_properties {S : Matrix (Fin n) (Fin n) ℂ}
    {C : Matrix (Fin n) (Fin N) ℂ} (hC : SOrthonormal S C) :
    (density C).IsHermitian ∧
    (density C).PosSemidef ∧
    density C * S * density C = density C ∧
    (density C * S) * (density C * S) = density C * S ∧
    (density C * S).trace = (N : ℂ) ∧
    ∀ i : Fin N, (density C * S) *ᵥ (fun μ => C μ i) = fun μ => C μ i := by
  refine ⟨?_, Matrix.posSemidef_self_mul_conjTranspose C, density_overlap_density hC, ?_,
    trace_density_overlap hC, ?_⟩
  · change (C * Cᴴ)ᴴ = C * Cᴴ
    rw [Matrix.conjTranspose_mul, Matrix.conjTranspose_conjTranspose]
  · rw [← Matrix.mul_assoc, density_overlap_density hC]
  · intro i
    funext μ
    exact congrFun (congrFun (density_overlap_mul_orbitals hC) μ) i
```

## The occupied space and its complement

Here `*ᵥ` applies a matrix to a vector. The forward direction supplies the overlaps $C^\dagger S v$ as expansion coefficients.

```lean
/-- A coefficient vector is fixed by `P S` exactly when it is a linear combination of the
occupied orbitals. -/
theorem fixed_iff_occupied {S : Matrix (Fin n) (Fin n) ℂ}
    {C : Matrix (Fin n) (Fin N) ℂ} (hC : SOrthonormal S C) (v : Fin n → ℂ) :
    (density C * S) *ᵥ v = v ↔ ∃ c : Fin N → ℂ, v = C *ᵥ c := by
  constructor
  · intro hv
    -- the expansion coefficients are the overlaps with the occupied orbitals
    refine ⟨(Cᴴ * S) *ᵥ v, ?_⟩
    rw [Matrix.mulVec_mulVec, ← Matrix.mul_assoc]
    exact hv.symm
  · rintro ⟨c, rfl⟩
    rw [Matrix.mulVec_mulVec, density_overlap_mul_orbitals hC]
```

For annihilated vectors, the proof factors $PS$ as $C(C^\dagger S)$ and applies $C^\dagger S$ once more, as in the derivation above.

```lean
/-- A coefficient vector is annihilated by `P S` exactly when its overlap with every
occupied orbital vanishes. -/
theorem annihilated_iff_orthogonal {S : Matrix (Fin n) (Fin n) ℂ}
    {C : Matrix (Fin n) (Fin N) ℂ} (hC : SOrthonormal S C) (v : Fin n → ℂ) :
    (density C * S) *ᵥ v = 0 ↔ (Cᴴ * S) *ᵥ v = 0 := by
  have h : Cᴴ * S * C = 1 := hC
  have hsplit : density C * S = C * (Cᴴ * S) := by
    simp only [density, Matrix.mul_assoc]
  rw [hsplit, ← Matrix.mulVec_mulVec]
  constructor
  · intro hv
    -- project once more on the occupied orbitals
    have h2 := congrArg (fun w => (Cᴴ * S) *ᵥ w) hv
    simpa only [Matrix.mulVec_mulVec _ (Cᴴ * S) C, h, Matrix.one_mulVec,
      Matrix.mulVec_zero] using h2
  · intro hv
    rw [hv, Matrix.mulVec_zero]
```

## Equal densities and unitary rotations

Orthonormality is assumed only for `D`. Hermiticity of `S` enters through `hstar`, which identifies $U^\dagger$ with $D^\dagger S C$; `hCU` is the relation $CU = D$.

```lean
/-- For a Hermitian overlap matrix, a set `C` of `N` orbitals has the same density matrix as an
orthonormal set `D` exactly when a unitary rotation among the orbitals turns `C` into `D`. -/
theorem density_eq_iff_unitary_rotation {S : Matrix (Fin n) (Fin n) ℂ}
    {C D : Matrix (Fin n) (Fin N) ℂ} (hS : S.IsHermitian)
    (hD : SOrthonormal S D) :
    density C = density D ↔ ∃ U ∈ Matrix.unitaryGroup (Fin N) ℂ, D = C * U := by
  constructor
  · intro hP
    -- the rotation is the matrix of overlaps between the two sets
    have hCU : C * (Cᴴ * S * D) = D := by
      calc C * (Cᴴ * S * D) = density C * S * D := by
            simp only [density, Matrix.mul_assoc]
        _ = D := by rw [hP, density_overlap_mul_orbitals hD]
    have hstar : star (Cᴴ * S * D) = Dᴴ * S * C := by
      rw [Matrix.star_eq_conjTranspose, Matrix.conjTranspose_mul, Matrix.conjTranspose_mul,
        Matrix.conjTranspose_conjTranspose, hS.eq, Matrix.mul_assoc]
    refine ⟨Cᴴ * S * D, ?_, hCU.symm⟩
    rw [Matrix.mem_unitaryGroup_iff', hstar, Matrix.mul_assoc (Dᴴ * S) C, hCU]
    exact hD
  · rintro ⟨U, hU, rfl⟩
    have hUU : U * Uᴴ = 1 := Matrix.mem_unitaryGroup_iff.mp hU
    symm
    calc density (C * U) = C * (U * Uᴴ) * Cᴴ := by
          simp only [density, Matrix.conjTranspose_mul, Matrix.mul_assoc]
      _ = density C := by
          rw [hUU, Matrix.mul_one]
          rfl
```

## The two-function example checked

The last theorem confirms that the example's overlap matrix is Hermitian and its orbital normalised. The proof compares matrix entries and evaluates the arithmetic.

```lean
/-- Two normalised basis functions with overlap `1/8` have a Hermitian overlap matrix, and the
orbital with coefficients `(2/3, 2/3)` is normalised with respect to it. -/
theorem sOrthonormal_witness :
    (!![1, 1/8; 1/8, 1] : Matrix (Fin 2) (Fin 2) ℂ).IsHermitian ∧
    SOrthonormal (!![1, 1/8; 1/8, 1] : Matrix (Fin 2) (Fin 2) ℂ)
      (!![2/3; 2/3] : Matrix (Fin 2) (Fin 1) ℂ) := by
  constructor
  · ext i j
    fin_cases i <;> fin_cases j <;> simp [Matrix.conjTranspose_apply]
  · unfold SOrthonormal
    ext i j
    fin_cases i
    fin_cases j
    -- the coefficients are real, so conjugation leaves them unchanged
    have h2 : (starRingEnd ℂ) 2 = 2 := Complex.ext (by simp) (by simp)
    have h3 : (starRingEnd ℂ) 3 = 3 := Complex.ext (by simp) (by simp)
    simp [Matrix.mul_apply, Fin.sum_univ_succ, Matrix.conjTranspose_apply]
    norm_num [h2, h3]

end HartreeFockDensityMatrix
```

```lean
#print axioms HartreeFockDensityMatrix.density_matrix_properties
-- 'HartreeFockDensityMatrix.density_matrix_properties' depends on axioms: [propext, Classical.choice, Quot.sound]
#print axioms HartreeFockDensityMatrix.fixed_iff_occupied
-- 'HartreeFockDensityMatrix.fixed_iff_occupied' depends on axioms: [propext, Classical.choice, Quot.sound]
#print axioms HartreeFockDensityMatrix.annihilated_iff_orthogonal
-- 'HartreeFockDensityMatrix.annihilated_iff_orthogonal' depends on axioms: [propext, Classical.choice, Quot.sound]
#print axioms HartreeFockDensityMatrix.density_eq_iff_unitary_rotation
-- 'HartreeFockDensityMatrix.density_eq_iff_unitary_rotation' depends on axioms: [propext, Classical.choice, Quot.sound]
```
